# For N identical, separate monomers with two coupled levels, the coupled-pair energy is exact precisely when the shift factor is 1/N

## Truncated CI recovers a shrinking share of the correlation energy as monomers are added

Take $N$ identical monomers that do not interact. Each has a reference state at energy zero and a doubly excited state at energy $2d$, coupled by a matrix element $K$. Configuration interaction (CI) in these two states is exact for one monomer. For $N$ monomers, keep only the reference and the configurations with a single excited monomer. The lowest energy is then $d-\sqrt{d^2+NK^2}$, whose magnitude grows only like $\sqrt N$ for large $N$, so the correlation energy per monomer tends to zero. With $d=K=1$ and $N=8$ it is $-2$, whereas eight separate calculations add up to $8(1-\sqrt2)\approx-3.31$.

Coupled-pair methods repair this by changing the energy denominator. With one amplitude $c_i$ per monomer and correlation energy $E$, the equations are

$$K+(2d-gE)\,c_i=0\quad\text{for all } i,\qquad E=\sum_i Kc_i .$$

The constant $g$ sets how much of the correlation energy enters the denominator. Truncated CI has $g=1$ and subtracts all of it, although exciting one monomer leaves the others free to correlate. Only the excited monomer's share should be subtracted, which suggests $g=1/N$.

## The claim and its Lean form

Let $e=d-\sqrt{d^2+K^2}$ be the ground energy of one monomer. For $N\ge1$, $K\ne0$, $g>0$ and any real $d$, the coupled-pair equations have exactly one negative energy, and it equals $Ne$ if and only if $gN=1$. This is `coupledPair_exact_iff`.

- `monomerHamiltonian d K` is the $2\times2$ matrix of one monomer, and `monomerEnergy d K` is $e$.
- `CoupledPairEquations d K g E c` states the equations above. The amplitudes `c : Fin N → ℝ` may differ between monomers.
- `∃!` refers to the energy `E`; the amplitudes appear under an ordinary `∃`.
- `pairEnergy d K g N` is the closed form of the negative solution.
- `truncatedCI N d K` is the CI matrix. Its index `none` is the reference, and `some i` is the configuration with monomer `i` excited.

Energies are measured from the reference, whose coefficient is set to one. The hypothesis $K\ne0$ says that there is correlation to describe. An ordinary excitation has $d>0$, but the argument does not need it.

The model has identical monomers, no interaction between them and one excited state each. That the exact total is $Ne$ is the usual additivity for non-interacting systems; the file treats the exact problem for one monomer and does not build the full $2^N$-dimensional Hamiltonian.

## One monomer

The secular equation is $e^2-2de-K^2=0$. Its lower root is $d-\sqrt{d^2+K^2}$, which is negative because $K\neq0$ makes the square root larger than $d$. The vector $(K,e)$ is an eigenvector: the first row gives $Ke$, and the second gives $K^2+2de=e^2$.

For a real vector $(x_0,x_1)$, subtracting $e(x_0^2+x_1^2)$ from the quadratic form of the Hamiltonian leaves

$$Q=-e\,x_0^2+2Kx_0x_1+(2d-e)x_1^2 .$$

Since $-e(2d-e)=K^2$, we have $-e\,Q=(-e\,x_0+Kx_1)^2\ge0$, and $-e>0$ gives $Q\ge0$. For a normalised state, the energy expectation value is therefore at least $e$.

## The single negative solution

Multiply each amplitude equation by $K$ and sum over $i$:

$$(2d-gE)E=-NK^2,\qquad\text{that is}\qquad gE^2-2dE-NK^2=0 .$$

If $E<0$, the first form forces $2d-gE>0$. Completing the square gives $(d-gE)^2=d^2+gNK^2$. Here $d-gE$ is positive, because $2(d-gE)=(2d-gE)+(-gE)$ is a sum of positive terms. Taking the root,

$$E=\frac{d-\sqrt{d^2+gNK^2}}{g}.$$

Conversely, this number is negative and satisfies the quadratic. Hence $(2d-gE)E=-NK^2\ne0$, the denominator is nonzero, and $c_i=-K/(2d-gE)$ solves the amplitude equations. The energy equation holds too, since $NKc_i=-NK^2/(2d-gE)=E$.

## The error and its sign

Subtract $N$ times the monomer equation from the quadratic for $E$:

$$gE^2-Ne^2-2d(E-Ne)=0 .$$

Write $gE^2=g(E^2-N^2e^2)+gN^2e^2$ and factor:

$$(E-Ne)\,\bigl(2d-g(E+Ne)\bigr)=Ne^2(gN-1).$$

The second factor on the left is the sum of $2d-gE>0$ and $-gNe>0$, and $Ne^2>0$. So $E-Ne$ has the sign of $gN-1$. It vanishes exactly at $gN=1$, and the energy is too high exactly when $gN>1$. For truncated CI, with $g=1$, that means every $N\ge2$.

Proportionality to $N$ is a weaker property. Put $g=s/N$ with $s$ fixed and replace $E$ by $NE$: the product $gE$ becomes $sE$, and with a common amplitude the equations reduce to those of one monomer with shift $s$. Any such choice scales correctly; agreement with the exact monomer energy selects $s=1$ among positive $s$.

## The shift in a program

The amplitude equation can be rearranged as

$$K+\bigl(2d+(1-g)E\bigr)c_i=E\,c_i .$$

A CI program can therefore solve it by adding $(1-g)E$ to the diagonal elements of the excited configurations and updating $E$ until it is self-consistent. The averaged coupled-pair functional uses $g=2/n$ for $n$ correlated electrons. For $N$ two-electron monomers, $n=2N$ and $g=1/N$, so in this non-interacting two-level model its energy is exact.

For the two-level monomers of this model, comparing the total with $N$ times the exact energy of one monomer reveals a wrong positive value of $s$. Linearity in $N$ alone would not. For larger monomers the method is in general approximate already for a single copy, so a difference from the exact energy does not by itself indicate a wrong shift.

## The complete file

```lean
import Mathlib

open Matrix

namespace CoupledPairShift

noncomputable section

/-- Hamiltonian of one monomer in the basis of its reference state and its doubly excited state,
with excitation energy `2 d` and coupling `K`. -/
def monomerHamiltonian (d K : ℝ) : Matrix (Fin 2) (Fin 2) ℝ := !![0, K; K, 2 * d]

/-- The energy `d - √(d² + K²)` of one monomer, relative to its reference state. -/
def monomerEnergy (d K : ℝ) : ℝ := d - √(d ^ 2 + K ^ 2)

/-- Coupled-pair equations for `N` monomers with amplitudes `c i`, correlation energy `E`
and a denominator shifted by `g * E`. -/
def CoupledPairEquations {N : ℕ} (d K g E : ℝ) (c : Fin N → ℝ) : Prop :=
  (∀ i, K + (2 * d - g * E) * c i = 0) ∧ E = ∑ i, K * c i

/-- The closed form `(d - √(d² + g N K²)) / g` of the coupled-pair energy. -/
def pairEnergy (d K g : ℝ) (N : ℕ) : ℝ := (d - √(d ^ 2 + g * N * K ^ 2)) / g

/-- Hamiltonian of `N` monomers restricted to the reference state (`none`) and the states
in which a single monomer `i` is excited (`some i`). -/
def truncatedCI (N : ℕ) (d K : ℝ) : Matrix (Option (Fin N)) (Option (Fin N)) ℝ :=
  Matrix.of fun a b => match a, b with
    | none, none => 0
    | none, some _ => K
    | some _, none => K
    | some i, some j => if i = j then 2 * d else 0

/-- The monomer energy is negative and solves the secular equation of the monomer. -/
theorem monomerEnergy_root (d : ℝ) {K : ℝ} (hK : K ≠ 0) :
    monomerEnergy d K < 0 ∧
      monomerEnergy d K ^ 2 - 2 * d * monomerEnergy d K - K ^ 2 = 0 := by
  have hK2 : 0 < K ^ 2 := by positivity
  have hr : √(d ^ 2 + K ^ 2) ^ 2 = d ^ 2 + K ^ 2 := Real.sq_sqrt (by positivity)
  have hlt : d < √(d ^ 2 + K ^ 2) := Real.lt_sqrt_of_sq_lt (by linarith)
  unfold monomerEnergy
  exact ⟨by linarith, by linear_combination hr⟩

/-- The monomer energy is an eigenvalue of the monomer Hamiltonian and a lower bound to the
energy expectation value of every real state. -/
theorem monomerEnergy_ground (d : ℝ) {K : ℝ} (hK : K ≠ 0) :
    (∃ x : Fin 2 → ℝ, x ≠ 0 ∧ monomerHamiltonian d K *ᵥ x = monomerEnergy d K • x) ∧
      ∀ x : Fin 2 → ℝ, monomerEnergy d K * (x ⬝ᵥ x) ≤ x ⬝ᵥ (monomerHamiltonian d K *ᵥ x) := by
  obtain ⟨hneg, hq⟩ := monomerEnergy_root d hK
  generalize monomerEnergy d K = e at hneg hq ⊢
  constructor
  · refine ⟨![K, e], fun h => hK (congrFun h 0), ?_⟩
    ext i
    fin_cases i
    · simp [monomerHamiltonian, Matrix.mulVec, dotProduct, Fin.sum_univ_succ, mul_comm]
    · simp [monomerHamiltonian, Matrix.mulVec, dotProduct, Fin.sum_univ_succ]
      linear_combination -hq
  · intro x
    -- the shifted quadratic form is a perfect square divided by `-e`
    have hs : (-e) * (-e * x 0 ^ 2 + 2 * K * x 0 * x 1 + (2 * d - e) * x 1 ^ 2)
        = (-e * x 0 + K * x 1) ^ 2 := by linear_combination x 1 ^ 2 * hq
    have hpos : 0 ≤ -e * x 0 ^ 2 + 2 * K * x 0 * x 1 + (2 * d - e) * x 1 ^ 2 := by
      refine (mul_nonneg_iff_of_pos_left (neg_pos.mpr hneg)).1 ?_
      rw [hs]
      positivity
    simp only [monomerHamiltonian, Matrix.mulVec, dotProduct, Fin.sum_univ_two, Matrix.of_apply,
      Matrix.cons_val_zero, Matrix.cons_val_one]
    linarith

/-- For `g = 1` the coupled-pair equations are the eigenvalue equation of the truncated
configuration interaction, with the reference coefficient set to one. -/
theorem truncatedCI_iff {N : ℕ} (d K E : ℝ) (c : Fin N → ℝ) :
    truncatedCI N d K *ᵥ (fun o => o.elim 1 c) = E • (fun o : Option (Fin N) => o.elim 1 c) ↔
      CoupledPairEquations d K 1 E c := by
  have h0 : (truncatedCI N d K *ᵥ (fun o => o.elim 1 c)) none = ∑ i, K * c i := by
    simp [truncatedCI, Matrix.mulVec, dotProduct, Fintype.sum_option]
  have h1 : ∀ i, (truncatedCI N d K *ᵥ (fun o => o.elim 1 c)) (some i) = K + 2 * d * c i := by
    intro i
    simp [truncatedCI, Matrix.mulVec, dotProduct, Fintype.sum_option]
  constructor
  · intro h
    refine ⟨fun i => ?_, ?_⟩
    · have h2 : K + 2 * d * c i = E * c i := (h1 i).symm.trans (congrFun h (some i))
      linear_combination h2
    · have h2 : ∑ i, K * c i = E * 1 := h0.symm.trans (congrFun h none)
      linear_combination -h2
  · intro h
    funext o
    cases o with
    | none => exact h0.trans (show ∑ i, K * c i = E * 1 by linear_combination -h.2)
    | some i => exact (h1 i).trans (show K + 2 * d * c i = E * c i by linear_combination h.1 i)

/-- The closed-form energy is negative and solves `g E² - 2 d E - N K² = 0`. -/
theorem pairEnergy_root {N : ℕ} (hN : 0 < N) (d : ℝ) {K g : ℝ} (hK : K ≠ 0) (hg : 0 < g) :
    pairEnergy d K g N < 0 ∧
      g * pairEnergy d K g N ^ 2 - 2 * d * pairEnergy d K g N - N * K ^ 2 = 0 := by
  have hN' : (0 : ℝ) < N := Nat.cast_pos.mpr hN
  have hp : 0 < g * N * K ^ 2 := by positivity
  have hr : √(d ^ 2 + g * N * K ^ 2) ^ 2 = d ^ 2 + g * N * K ^ 2 := Real.sq_sqrt (by positivity)
  have hlt : d < √(d ^ 2 + g * N * K ^ 2) := Real.lt_sqrt_of_sq_lt (by linarith)
  have hE : g * pairEnergy d K g N = d - √(d ^ 2 + g * N * K ^ 2) := by
    unfold pairEnergy
    exact mul_div_cancel₀ _ hg.ne'
  refine ⟨div_neg_of_neg_of_pos (by linarith) hg, mul_left_cancel₀ hg.ne' ?_⟩
  linear_combination
    (g * pairEnergy d K g N - d - √(d ^ 2 + g * N * K ^ 2)) * hE + hr

/-- A negative energy solves the coupled-pair equations for some amplitudes exactly when it is
the closed-form energy. -/
theorem negative_solution_iff {N : ℕ} (hN : 0 < N) (d : ℝ) {K g : ℝ} (hK : K ≠ 0) (hg : 0 < g)
    (E : ℝ) : (E < 0 ∧ ∃ c : Fin N → ℝ, CoupledPairEquations d K g E c) ↔
      E = pairEnergy d K g N := by
  obtain ⟨hneg, hq⟩ := pairEnergy_root hN d hK hg
  have hN' : (0 : ℝ) < N := Nat.cast_pos.mpr hN
  have hp : 0 < N * K ^ 2 := by positivity
  constructor
  · rintro ⟨hE, c, h1, h2⟩
    -- eliminate the amplitudes
    have hs : (2 * d - g * E) * ∑ i, K * c i = ∑ _i : Fin N, -(K ^ 2) := by
      rw [Finset.mul_sum]
      exact Finset.sum_congr rfl fun i _ => by linear_combination K * h1 i
    rw [← h2, Finset.sum_const, Finset.card_univ, Fintype.card_fin, nsmul_eq_mul] at hs
    have hD : 0 < 2 * d - g * E := by
      by_contra hcon
      nlinarith [mul_nonneg_of_nonpos_of_nonpos (not_lt.mp hcon) hE.le]
    have hgE : g * E < 0 := mul_neg_of_pos_of_neg hg hE
    have hr : √(d ^ 2 + g * N * K ^ 2) = d - g * E := by
      rw [show d ^ 2 + g * N * K ^ 2 = (d - g * E) ^ 2 by linear_combination g * hs]
      exact Real.sqrt_sq (by linarith)
    rw [pairEnergy, hr, eq_div_iff hg.ne']
    ring
  · intro h
    rw [← h] at hneg hq
    have hD : 2 * d - g * E ≠ 0 := by
      intro h0
      have : N * K ^ 2 = 0 := by linear_combination -hq - E * h0
      exact hp.ne' this
    obtain ⟨c, hc⟩ : ∃ c, (2 * d - g * E) * c = -K := ⟨-K / (2 * d - g * E),
      mul_div_cancel₀ _ hD⟩
    refine ⟨hneg, fun _ => c, fun _ => by linear_combination hc, ?_⟩
    rw [Finset.sum_const, Finset.card_univ, Fintype.card_fin, nsmul_eq_mul]
    apply mul_left_cancel₀ hD
    linear_combination -hq - N * K * hc

/-- The deviation of the coupled-pair energy from `N` monomer energies, multiplied by a positive
factor, is `N e² (g N - 1)` with `e` the monomer energy. -/
theorem consistency_error {N : ℕ} (hN : 0 < N) (d : ℝ) {K g : ℝ} (hK : K ≠ 0) (hg : 0 < g) :
    0 < 2 * d - g * (pairEnergy d K g N + N * monomerEnergy d K) ∧
      (pairEnergy d K g N - N * monomerEnergy d K) *
        (2 * d - g * (pairEnergy d K g N + N * monomerEnergy d K)) =
          N * monomerEnergy d K ^ 2 * (g * N - 1) := by
  obtain ⟨hE, hq⟩ := pairEnergy_root hN d hK hg
  obtain ⟨he, hm⟩ := monomerEnergy_root d hK
  generalize pairEnergy d K g N = E at *
  generalize monomerEnergy d K = e at *
  have hN' : (0 : ℝ) < N := Nat.cast_pos.mpr hN
  have hp : 0 < N * K ^ 2 := by positivity
  have hD : 0 < 2 * d - g * E := by
    by_contra hcon
    nlinarith [mul_nonneg_of_nonpos_of_nonpos (not_lt.mp hcon) hE.le]
  have hx : g * (N * e) < 0 := mul_neg_of_pos_of_neg hg (mul_neg_of_pos_of_neg hN' he)
  exact ⟨by linarith, by linear_combination N * hm - hq⟩

/-- The coupled-pair equations of `N` monomers have exactly one negative energy, and it equals
`N` times the exact monomer energy if and only if `g N = 1`. -/
theorem coupledPair_exact_iff {N : ℕ} (hN : 0 < N) (d : ℝ) {K g : ℝ} (hK : K ≠ 0) (hg : 0 < g) :
    (∃! E : ℝ, E < 0 ∧ ∃ c : Fin N → ℝ, CoupledPairEquations d K g E c) ∧
      ∀ E : ℝ, E < 0 → (∃ c : Fin N → ℝ, CoupledPairEquations d K g E c) →
        (E = N * monomerEnergy d K ↔ g * N = 1) := by
  have key := negative_solution_iff hN d hK hg
  refine ⟨⟨pairEnergy d K g N, (key _).2 rfl, fun E h => (key E).1 h⟩, fun E hE hc => ?_⟩
  rw [(key E).1 ⟨hE, hc⟩]
  obtain ⟨hP, herr⟩ := consistency_error hN d hK hg
  have hN' : (N : ℝ) ≠ 0 := Nat.cast_ne_zero.mpr hN.ne'
  have he := (monomerEnergy_root d hK).1.ne
  constructor
  · intro h
    rw [sub_eq_zero.mpr h, zero_mul] at herr
    have := (mul_eq_zero.mp herr.symm).resolve_left (mul_ne_zero hN' (pow_ne_zero 2 he))
    linarith
  · intro h
    rw [h, sub_self, mul_zero] at herr
    exact sub_eq_zero.mp ((mul_eq_zero.mp herr).resolve_right hP.ne')

/-- The coupled-pair energy lies above `N` times the exact monomer energy exactly when
`g N > 1`. -/
theorem exact_lt_pairEnergy_iff {N : ℕ} (hN : 0 < N) (d : ℝ) {K g : ℝ} (hK : K ≠ 0)
    (hg : 0 < g) : N * monomerEnergy d K < pairEnergy d K g N ↔ 1 < g * N := by
  obtain ⟨hP, herr⟩ := consistency_error hN d hK hg
  have hN' : (0 : ℝ) < N := Nat.cast_pos.mpr hN
  have he := (monomerEnergy_root d hK).1.ne
  have hw : 0 < N * monomerEnergy d K ^ 2 := by positivity
  rw [← sub_pos, ← mul_pos_iff_of_pos_right hP, herr, mul_pos_iff_of_pos_left hw, sub_pos]

/-- With the shift `s / N`, a common amplitude `c` solves the equations of `N` monomers at energy
`N E` exactly when it solves those of one monomer with shift `s` at energy `E`. -/
theorem extensive_shift {N : ℕ} (hN : 0 < N) (d K s E c : ℝ) :
    CoupledPairEquations d K (s / N) (N * E) (fun _ : Fin N => c) ↔
      CoupledPairEquations d K s E (fun _ : Fin 1 => c) := by
  have hN' : (N : ℝ) ≠ 0 := Nat.cast_ne_zero.mpr hN.ne'
  have hs : s / N * (N * E) = s * E := by field_simp
  simp only [CoupledPairEquations, hs, Finset.sum_const, Finset.card_univ, Fintype.card_fin,
    nsmul_eq_mul, Nat.cast_one, one_mul]
  constructor
  · rintro ⟨h1, h2⟩
    exact ⟨fun _ => h1 ⟨0, hN⟩, mul_left_cancel₀ hN' h2⟩
  · rintro ⟨h1, h2⟩
    exact ⟨fun _ => h1 0, congrArg (fun x => (N : ℝ) * x) h2⟩

end

end CoupledPairShift
```

```lean
#print axioms CoupledPairShift.truncatedCI_iff
#print axioms CoupledPairShift.coupledPair_exact_iff
#print axioms CoupledPairShift.exact_lt_pairEnergy_iff
#print axioms CoupledPairShift.extensive_shift
```

```
'CoupledPairShift.truncatedCI_iff' depends on axioms: [propext, Classical.choice, Quot.sound]
'CoupledPairShift.coupledPair_exact_iff' depends on axioms: [propext, Classical.choice, Quot.sound]
'CoupledPairShift.exact_lt_pairEnergy_iff' depends on axioms: [propext, Classical.choice, Quot.sound]
'CoupledPairShift.extensive_shift' depends on axioms: [propext, Classical.choice, Quot.sound]
```

## How the proof follows the algebra

`monomerEnergy_root` supplies the two facts about $e$ used throughout: its sign and its quadratic equation. `monomerEnergy_ground` then replaces the explicit formula by a letter `e` with `generalize`, since those two facts suffice. It checks the eigenvector `![K, e]` row by row and obtains the lower bound from the perfect square `hs`.

`truncatedCI_iff` computes the reference row (`h0`) and the excited rows (`h1`) of the matrix-vector product. Comparing them with $E$ times the vector gives the coupled-pair equations at $g=1$.

`pairEnergy_root` shows that the closed form is negative and satisfies the quadratic. The uniqueness argument is in `negative_solution_iff`. In the forward direction, `hs` is the summed amplitude equation, `hD` is the positive denominator, and `hr` identifies the square root with $d-gE$. `hD` is proved by contradiction: a nonpositive denominator times a negative energy could not equal $-NK^2$. In the reverse direction, the proof constructs the common amplitude and verifies both equations.

`consistency_error` contains the factored identity. Its `linear_combination N * hm - hq` is the subtraction of the two quadratics, with `hm` for the monomer and `hq` for the coupled-pair energy.

`coupledPair_exact_iff` reads this identity in both directions. If the energies agree, the left side is zero, and the nonzero factor $Ne^2$ leaves $gN=1$. If $gN=1$, the right side is zero, and the positive factor on the left leaves $E=Ne$. `exact_lt_pairEnergy_iff` applies the same identity to signs.

`extensive_shift` rests on the cancellation `s / N * (N * E) = s * E`, after which the two sets of equations differ only by a factor $N$ in the energy equation.
